# Tracing out a d-dimensional subsystem changes the purity of a finite-dimensional quantum state by at most a factor d

Let $\rho$ be a positive semidefinite matrix on $\mathbb C^M\otimes\mathbb C^d$, let $\rho_A$ be its partial trace over the second factor, and call $\operatorname{Tr}\rho^2$ and $\operatorname{Tr}\rho_A^2$ the purities before and after that factor is discarded. The Lean file below bounds each purity by $d$ times the other.

```lean
import Mathlib

open Matrix
open scoped ComplexOrder MatrixOrder Kronecker

namespace PurityPartialTrace

noncomputable section

variable {m n : Type*} [Fintype m] [Fintype n]

/-- The reduced matrix `ρ_A`, obtained by tracing out the second factor. -/
def partialTrace (ρ : Matrix (m × n) (m × n) ℂ) : Matrix m m ℂ :=
  Matrix.of fun i j => ∑ k, ρ (i, k) (j, k)

/-- The purity, the real part of `Tr ρ²`. -/
def purity (ρ : Matrix m m ℂ) : ℝ := (ρ * ρ).trace.re


/-- The trace of a product of two positive semidefinite matrices has nonnegative real part. -/
theorem trace_mul_nonneg [DecidableEq m] {A B : Matrix m m ℂ}
    (hA : A.PosSemidef) (hB : B.PosSemidef) : 0 ≤ (A * B).trace.re := by
  have h : A ∈ AddSubmonoid.closure (Set.range fun s : Matrix m m ℂ => star s * s) :=
    StarOrderedRing.nonneg_iff.1 (Matrix.nonneg_iff_posSemidef.2 hA)
  clear hA
  induction h using AddSubmonoid.closure_induction with
  | mem x hx =>
    obtain ⟨s, rfl⟩ := hx
    -- cyclicity turns the trace into that of `s B s†`
    have h1 := (hB.mul_mul_conjTranspose_same s).trace_nonneg
    have h2 : (star s * s * B).trace = (s * B * sᴴ).trace := by
      rw [Matrix.star_eq_conjTranspose, Matrix.trace_mul_cycle, Matrix.trace_mul_cycle]
    change 0 ≤ (star s * s * B).trace.re
    rw [h2]
    exact (Complex.le_def.1 h1).1
  | zero => simp
  | add x y hx hy ihx ihy =>
    rw [add_mul, Matrix.trace_add, Complex.add_re]
    exact add_nonneg ihx ihy

/-- If `A` is positive semidefinite, `f` is any map from a finite index type to the indices of `A`,
and the weights `w` are real, then the matrix with entries `w p * A (f p) (f q) * w q` is positive
semidefinite. -/
theorem posSemidef_weighted {α β : Type*} [Fintype α] [DecidableEq α]
    {A : Matrix β β ℂ} (hA : A.PosSemidef) (f : α → β) (w : α → ℂ)
    (hw : ∀ p, star (w p) = w p) :
    (Matrix.of fun p q => w p * A (f p) (f q) * w q).PosSemidef := by
  have h := (hA.submatrix f).mul_mul_conjTranspose_same (Matrix.diagonal w)
  have hd : (Matrix.diagonal w)ᴴ = Matrix.diagonal w := by
    rw [Matrix.diagonal_conjTranspose]
    congr 1
    exact funext hw
  rw [hd] at h
  convert h using 1
  ext p q
  simp [Matrix.mul_diagonal, Matrix.diagonal_mul]

/-- A positive semidefinite `ρ` obeys the operator inequality `ρ ≤ d ρ_A ⊗ 1`, where `d` is the
dimension of the discarded factor. -/
theorem le_card_smul_partialTrace [DecidableEq m] [DecidableEq n]
    {ρ : Matrix (m × n) (m × n) ℂ} (hρ : ρ.PosSemidef) :
    ((Fintype.card n : ℂ) • (partialTrace ρ ⊗ₖ (1 : Matrix n n ℂ)) - ρ).PosSemidef := by
  -- differences of block projectors
  have h1 := Matrix.posSemidef_sum Finset.univ fun (k : n) _ =>
    Matrix.posSemidef_sum Finset.univ fun (l : n) _ =>
      posSemidef_weighted hρ (fun p : m × n => p)
        (fun p => (if p.2 = k then (1 : ℂ) else 0) - (if p.2 = l then 1 else 0))
        (fun p => by split_ifs <;> simp)
  -- diagonal blocks moved to a different position
  have h2 := Matrix.posSemidef_sum Finset.univ fun (l : n) _ =>
    Matrix.posSemidef_sum Finset.univ fun (k : n) _ =>
      posSemidef_weighted hρ (fun p : m × n => (p.1, l))
        (fun p => if p.2 = k ∧ k ≠ l then (1 : ℂ) else 0)
        (fun p => by split_ifs <;> simp)
  have e1 : ∀ (a b : n) (r : ℂ), (∑ k : n, ∑ l : n,
      ((if a = k then (1 : ℂ) else 0) - (if a = l then 1 else 0)) * r *
        ((if b = k then (1 : ℂ) else 0) - (if b = l then 1 else 0))) =
      2 * ((Fintype.card n : ℂ) * (if a = b then 1 else 0) - 1) * r := by
    intro a b r
    by_cases h : a = b
    · subst h
      simp [sub_mul, mul_sub, Finset.sum_sub_distrib]
      ring
    · simp [sub_mul, mul_sub, Finset.sum_sub_distrib, h]
      ring
  have e2 : ∀ (a b : n) (r : n → ℂ), (∑ l : n, ∑ k : n,
      (if a = k ∧ k ≠ l then (1 : ℂ) else 0) * r l * (if b = k ∧ k ≠ l then (1 : ℂ) else 0)) =
      if a = b then (∑ l, r l) - r a else 0 := by
    intro a b r
    have inner : ∀ l : n, (∑ k : n, (if a = k ∧ k ≠ l then (1 : ℂ) else 0) * r l *
        (if b = k ∧ k ≠ l then (1 : ℂ) else 0)) =
        if a = b then r l - (if a = l then r l else 0) else 0 := by
      intro l
      rw [Finset.sum_eq_single a]
      · by_cases h : a = b
        · subst h
          by_cases h' : a = l <;> simp [h']
        · simp [h, Ne.symm h]
      · intro k _ hk
        simp [Ne.symm hk]
      · simp
    rw [Finset.sum_congr rfl fun l _ => inner l]
    by_cases h : a = b <;> simp [h, Finset.sum_sub_distrib]
  have half : (0 : ℂ) ≤ ((1 / 2 : ℝ) : ℂ) := Complex.zero_le_real.2 (by norm_num)
  have card : (0 : ℂ) ≤ (Fintype.card n : ℂ) := Nat.cast_nonneg _
  convert (h1.smul half).add (h2.smul card) using 1
  ext ⟨i, a⟩ ⟨j, b⟩
  simp only [Matrix.sub_apply, Matrix.smul_apply, Matrix.add_apply, Matrix.sum_apply,
    Matrix.of_apply, Matrix.kroneckerMap_apply, Matrix.one_apply, smul_eq_mul, partialTrace]
  rw [e1 a b, e2 a b (fun l => ρ (i, l) (j, l))]
  by_cases h : a = b
  · subst h
    simp only [if_true]
    push_cast
    ring
  · simp only [h, if_false]
    push_cast
    ring

/-- An operator `σ` acting on the first factor alone has the same trace against `ρ` as against
the reduced matrix `ρ_A`. -/
theorem trace_mul_local [DecidableEq n] (ρ : Matrix (m × n) (m × n) ℂ) (σ : Matrix m m ℂ) :
    (ρ * (σ ⊗ₖ (1 : Matrix n n ℂ))).trace = (partialTrace ρ * σ).trace := by
  simp only [Matrix.trace, Matrix.diag_apply, Matrix.mul_apply, Matrix.kroneckerMap_apply,
    Matrix.one_apply, Fintype.sum_prod_type, partialTrace, Matrix.of_apply, Finset.sum_mul,
    mul_ite, mul_one, mul_zero, Finset.sum_ite_eq', Finset.mem_univ, if_true]
  exact Finset.sum_congr rfl fun i _ => Finset.sum_comm

/-- The purity of a Hermitian matrix is the sum of the squared moduli of its entries. -/
theorem purity_eq_sum {ρ : Matrix m m ℂ} (hρ : ρ.IsHermitian) :
    purity ρ = ∑ i, ∑ j, ‖ρ i j‖ ^ 2 := by
  simp only [purity, Matrix.trace, Matrix.diag_apply, Matrix.mul_apply, Complex.re_sum]
  refine Finset.sum_congr rfl fun i _ => Finset.sum_congr rfl fun j _ => ?_
  have h : ρ j i = star (ρ i j) := (hρ.apply j i).symm
  rw [h, Complex.sq_norm, Complex.normSq_apply]
  simp [Complex.mul_re]

/-- For Hermitian `ρ`, tracing out a factor of dimension `d` raises the purity at most
`d`-fold. -/
theorem purity_partialTrace_le {ρ : Matrix (m × n) (m × n) ℂ} (hρ : ρ.IsHermitian) :
    purity (partialTrace ρ) ≤ Fintype.card n * purity ρ := by
  have hA : (partialTrace ρ).IsHermitian := Matrix.IsHermitian.ext fun i j => by
    simp only [partialTrace, Matrix.of_apply, star_sum, hρ.apply]
  rw [purity_eq_sum hA, purity_eq_sum hρ]
  have hs : (∑ p, ∑ q, ‖ρ p q‖ ^ 2) = ∑ i, ∑ j, ∑ k, ∑ l, ‖ρ (i, k) (j, l)‖ ^ 2 := by
    simp only [Fintype.sum_prod_type]
    exact Finset.sum_congr rfl fun i _ => Finset.sum_comm
  rw [hs, Finset.mul_sum]
  refine Finset.sum_le_sum fun i _ => ?_
  rw [Finset.mul_sum]
  refine Finset.sum_le_sum fun j _ => ?_
  -- Cauchy-Schwarz over the diagonal blocks, then add the off-diagonal ones
  calc ‖partialTrace ρ i j‖ ^ 2 ≤ (∑ k, ‖ρ (i, k) (j, k)‖) ^ 2 :=
        pow_le_pow_left₀ (norm_nonneg _) (norm_sum_le _ _) 2
    _ ≤ Fintype.card n * ∑ k, ‖ρ (i, k) (j, k)‖ ^ 2 := sq_sum_le_card_mul_sum_sq
    _ ≤ Fintype.card n * ∑ k, ∑ l, ‖ρ (i, k) (j, l)‖ ^ 2 := by
        refine mul_le_mul_of_nonneg_left (Finset.sum_le_sum fun k _ => ?_) (Nat.cast_nonneg _)
        exact Finset.single_le_sum (f := fun l => ‖ρ (i, k) (j, l)‖ ^ 2)
          (fun l _ => sq_nonneg _) (Finset.mem_univ k)

/-- For positive semidefinite `ρ`, discarding a subsystem of dimension `d` changes the purity
by at most a factor `d` in either direction. -/
theorem purity_bounds [DecidableEq m] [DecidableEq n]
    {ρ : Matrix (m × n) (m × n) ℂ} (hρ : ρ.PosSemidef) :
    purity ρ ≤ Fintype.card n * purity (partialTrace ρ) ∧
      purity (partialTrace ρ) ≤ Fintype.card n * purity ρ := by
  refine ⟨?_, purity_partialTrace_le hρ.isHermitian⟩
  -- pair `ρ` with the positive matrix `d ρ_A ⊗ 1 - ρ`
  have h := trace_mul_nonneg hρ (le_card_smul_partialTrace hρ)
  rw [mul_sub, Matrix.mul_smul, Matrix.trace_sub, Matrix.trace_smul, trace_mul_local,
    smul_eq_mul, Complex.sub_re, Complex.mul_re, Complex.natCast_re, Complex.natCast_im,
    zero_mul, sub_zero] at h
  exact sub_nonneg.1 h


end

end PurityPartialTrace
```

```lean
#print axioms PurityPartialTrace.purity_bounds
-- 'PurityPartialTrace.purity_bounds' depends on axioms: [propext, Classical.choice, Quot.sound]
```

## Two inequalities for one state

The main theorem, `purity_bounds`, says that every positive semidefinite $\rho$ satisfies

$$\operatorname{Tr}\rho^2\le d\,\operatorname{Tr}\rho_A^2,\qquad \operatorname{Tr}\rho_A^2\le d\,\operatorname{Tr}\rho^2 .$$

Discarding a subsystem can lower the purity, as happens for an entangled pure state, or raise it, as happens for a product state whose discarded factor is mixed. The two inequalities limit both effects by the dimension of the discarded part alone; the size $M$ of the part that is kept does not enter.

In the code, `m` and `n` are finite index types and not numbers. They label basis states of the kept and the discarded factor, so $M$ is the number of elements of `m`, and $d$ is `Fintype.card n`. A matrix of type `Matrix (m × n) (m × n) ℂ` has entries $\rho_{(i,k),(j,l)}$, which are matrix elements in an orthonormal product basis. The definition `partialTrace` is

$$(\rho_A)_{ij}=\sum_k\rho_{(i,k),(j,k)} .$$

The definition `purity` takes the real part of $\operatorname{Tr}\rho^2$, so that its value is a real number. For a Hermitian matrix nothing is lost, because the trace is then already real. The hypothesis `ρ.PosSemidef` includes Hermiticity.

Textbooks usually reserve the word purity for states of unit trace, whereas here no normalisation is assumed. If $t=\operatorname{Tr}\rho>0$, the normalised purities are $\operatorname{Tr}\rho^2/t^2$ and $\operatorname{Tr}\rho_A^2/t^2$, with the same $t$ in both because the partial trace preserves the trace. The inequalities are therefore the same for normalised states.

## What the bounds mean for a subsystem

For a normalised state of a finite-dimensional system, the second Rényi entropy $-\ln\operatorname{Tr}\rho^2$ changes by at most $\ln d$ when a $d$-level part is removed. In a simulated register of qubits, dropping one qubit thus changes the purity by at most a factor of two.

The step left to the user is the identification of a real environment with a $d$-level tensor factor. A vibrational mode modelled as a harmonic oscillator, for example, has infinitely many levels. The theorem can be applied to a truncated version of it, and the factor $d$ then grows with the cutoff. Once $d$ exceeds $M$, the first bound is weaker than the elementary estimate $\operatorname{Tr}\rho^2\le(\operatorname{Tr}\rho)^2\le M\operatorname{Tr}\rho_A^2$, which limits the loss of purity by the size of the kept part and does not depend on the cutoff.

## The operator inequality behind the first bound

The first bound follows from a statement about operators, `le_card_smul_partialTrace`:

$$\rho\le d\,\rho_A\otimes 1 ,$$

meaning that the difference of the two sides is positive semidefinite. To see this, let $P_k=1\otimes|k\rangle\langle k|$ project onto the $k$-th basis state of the discarded factor, and let $D=\sum_kP_k\rho P_k$ be the block-diagonal part of $\rho$. Since $\sum_kP_k=1$,

$$\frac12\sum_{k,l}(P_k-P_l)\,\rho\,(P_k-P_l)=\frac12\left(dD+dD-2\rho\right)=dD-\rho .$$

Each term on the left has the form $X\rho X^\dagger$ and is positive semidefinite, so $dD-\rho$ is too.

It remains to compare $D$ with $\rho_A\otimes1$. Write $\rho^{(l)}$ for the diagonal block with entries $\rho_{(i,l),(j,l)}$. Then $\rho_A=\sum_l\rho^{(l)}$ and $D=\sum_l\rho^{(l)}\otimes|l\rangle\langle l|$, so

$$\rho_A\otimes1-D=\sum_l\sum_{k\ne l}\rho^{(l)}\otimes|k\rangle\langle k| .$$

This is again a sum of positive semidefinite matrices. Multiplying it by $d$ and adding $dD-\rho$ gives $d\,\rho_A\otimes1-\rho\ge0$.

Lean obtains the positivity of both kinds of term from one lemma, `posSemidef_weighted`. It states that the matrix with entries $w_pA_{f(p)f(q)}w_q$ is positive semidefinite whenever $A$ is and the weights $w$ are real. The map $f$ may repeat or omit indices. By hand, the quadratic form of the new matrix in a vector $x$ equals that of $A$ in the vector with components $y_b=\sum_{p:f(p)=b}w_px_p$. In `h1` the map is the identity and the weights are the diagonal entries of $P_k-P_l$. In `h2` the map sends $(i,a)$ to $(i,l)$, which copies block $l$, and the weights place the copy at position $k\ne l$.

The auxiliary facts `e1` and `e2` evaluate the two double sums entry by entry. For the entry with row $(i,a)$ and column $(j,b)$, the weights in the first sum give

$$\sum_{k,l}(\delta_{ak}-\delta_{al})(\delta_{bk}-\delta_{bl})=2(d\,\delta_{ab}-1),$$

and the second sum gives $\delta_{ab}\left(\sum_l r_l-r_a\right)$ with $r_l=\rho_{(i,l),(j,l)}$. The proof then adds half of the first sum to $d$ times the second:

$$(d\,\delta_{ab}-1)\,\rho_{(i,a),(j,b)}+d\,\delta_{ab}\left((\rho_A)_{ij}-\rho_{(i,a),(j,a)}\right)=d\,\delta_{ab}(\rho_A)_{ij}-\rho_{(i,a),(j,b)} .$$

The right-hand side is the required entry of $d\,\rho_A\otimes1-\rho$. The final case split on $a=b$ checks this identity inside and outside the diagonal blocks.

## From operators to purities

Two facts about traces turn the operator inequality into the first bound. The first, `trace_mul_nonneg`, is that $\operatorname{Tr}(AB)\ge0$ for positive semidefinite $A$ and $B$. If $A=s^\dagger s$, cyclicity gives $\operatorname{Tr}(s^\dagger sB)=\operatorname{Tr}(sBs^\dagger)$, the trace of a positive semidefinite matrix. By hand one can take $s=\sqrt A$. Lean instead uses Mathlib's description of positive elements as finite sums of terms $s^\dagger s$ and proceeds by induction over such sums: a single term is handled by cyclicity, and sums by linearity of the trace.

The second fact, `trace_mul_local`, is that an operator $\sigma$ on the kept factor sees only the reduced matrix:

$$\operatorname{Tr}\big(\rho(\sigma\otimes1)\big)=\sum_{i,k}\sum_{j,l}\rho_{(i,k),(j,l)}\,\sigma_{ji}\,\delta_{lk}=\sum_{i,j}\Big(\sum_k\rho_{(i,k),(j,k)}\Big)\sigma_{ji}=\operatorname{Tr}(\rho_A\sigma).$$

Applying the first fact to $\rho$ and $d\,\rho_A\otimes1-\rho$, and the second with $\sigma=\rho_A$, yields

$$0\le\operatorname{Tr}\big(\rho\,(d\,\rho_A\otimes1-\rho)\big)=d\,\operatorname{Tr}\rho_A^2-\operatorname{Tr}\rho^2 .$$

This is the computation in `purity_bounds`, where the rewriting steps expand the trace and take its real part.

Hermiticity alone would not suffice for this direction. The matrix $1\otimes\sigma_z$, with $\sigma_z$ the Pauli matrix on a discarded qubit, is Hermitian and has positive purity for $M\ge1$, while its partial trace vanishes.

## Cauchy–Schwarz for the reverse bound

The second inequality, `purity_partialTrace_le`, assumes only that $\rho$ is Hermitian. For such a matrix $\rho_{ji}=\overline{\rho_{ij}}$, where $i$ and $j$ now stand for any row and column labels, and hence

$$\operatorname{Tr}\rho^2=\sum_{i,j}\rho_{ij}\rho_{ji}=\sum_{i,j}|\rho_{ij}|^2 ,$$

which is `purity_eq_sum`. The reduced matrix inherits Hermiticity, so the same formula applies to it. Returning to pair labels, fix $i$ and $j$ on the kept factor. Then

$$|(\rho_A)_{ij}|^2\le\Big(\sum_k|\rho_{(i,k),(j,k)}|\Big)^2\le d\sum_k|\rho_{(i,k),(j,k)}|^2\le d\sum_{k,l}|\rho_{(i,k),(j,l)}|^2 .$$

The steps are the triangle inequality, Cauchy–Schwarz for a sum of $d$ terms, and the addition of nonnegative off-diagonal contributions. They are the three lines of the `calc` block. Summing over $i$ and $j$ gives $\operatorname{Tr}\rho_A^2\le d\,\operatorname{Tr}\rho^2$. The auxiliary identity `hs` only reorders the sums so that the comparison can be made for each pair $(i,j)$.

## Small dimensions and equality

For $d=1$ the discarded factor has a single state. The partial trace then merely relabels the matrix, and the two inequalities together force $\operatorname{Tr}\rho^2=\operatorname{Tr}\rho_A^2$. The theorem also admits an empty index type `n`, which describes no physical system; both purities are then zero.

For $M=1$ the reduced matrix is the single number $\operatorname{Tr}\rho$. The second inequality becomes $(\operatorname{Tr}\rho)^2\le d\,\operatorname{Tr}\rho^2$, which for a normalised state is the familiar lower limit $1/d$ on the purity of a $d$-level system.

Direct calculation, separate from the Lean proof, shows that each bound can be reached for $d\ge1$. If $M\ge d$, the normalised state vector $d^{-1/2}\sum_k|k\rangle\otimes|k\rangle$ has purity $1$ and reduced purity $1/d$, which gives equality in the first bound. The product $\sigma\otimes 1/d$, with $\sigma$ a normalised state of the kept part, has purity $\operatorname{Tr}\sigma^2/d$ and reduced purity $\operatorname{Tr}\sigma^2$, which gives equality in the second.
